# Every nonzero site of the simple cubic lattice lies at least one lattice constant from the origin

The sites of a simple cubic lattice are written as integer triples, with lengths measured in units of the lattice constant, and a neighbour of the origin is any site other than the origin itself, however distant. The declaration `one_le_radius_sq` states that the squared Euclidean distance of every such neighbour from the origin is at least 1. The attempt writes this squared distance as a² + b² + c² and seeks to prove the bound first for integers. If the sum were less than 1, each square would have to vanish and the site would be the origin, which is excluded; the integer bound is then carried over to the real numbers.

An attempt in Lean 4 with a fault in it:

```lean
import Mathlib

open MeasureTheory Set Filter
open scoped Real Topology

namespace OneLeRadiusSq

noncomputable section

/-- The neighbours of the origin in the simple cubic lattice: all nonzero integer triples. -/
abbrev Neighbour := {n : ℤ × ℤ × ℤ // n ≠ 0}

/-- The Euclidean distance of a lattice site from the origin. -/
def radius (n : ℤ × ℤ × ℤ) : ℝ := √((n.1 : ℝ) ^ 2 + (n.2.1 : ℝ) ^ 2 + (n.2.2 : ℝ) ^ 2)

/-- Every neighbour is at least one lattice constant away. -/
theorem one_le_radius_sq (n : Neighbour) : 1 ≤ radius n.1 ^ 2 := by
  obtain ⟨⟨a, b, c⟩, hn⟩ := n
  have h2 : radius (a, b, c) ^ 2 = (a : ℝ) ^ 2 + (b : ℝ) ^ 2 + (c : ℝ) ^ 2 :=
    Real.sq_sqrt (by positivity)
  have h : 1 ≤ a ^ 2 + b ^ 2 + c ^ 2 := by
    by_contra h
    have ha : a ^ 2 = 0 := by linarith [sq_nonneg a, sq_nonneg b, sq_nonneg c, Int.not_le.1 h,
      Int.lt_add_one_iff.1 (Int.not_le.1 h)]
    have hb : b ^ 2 = 0 := by linarith [sq_nonneg a, sq_nonneg b, sq_nonneg c,
      Int.lt_add_one_iff.1 (Int.not_le.1 h)]
    have hc : c ^ 2 = 0 := by linarith [sq_nonneg a, sq_nonneg b, sq_nonneg c,
      Int.lt_add_one_iff.1 (Int.not_le.1 h)]
    exact hn (by rw [pow_eq_zero_iff two_ne_zero] at ha hb hc; rw [ha, hb, hc]; rfl)
  show 1 ≤ radius (a, b, c) ^ 2
  rw [h2]
  exact_mod_cast h

end

end OneLeRadiusSq
```

Messages:

```
Main.lean:24:26: error: unexpected token '('; expected ']'
Main.lean:24:6: error: don't know how to synthesize implicit argument `b`
  @Iff.mp (?m.198 < ?m.199 + 1) (?m.198 ≤ ?m.199) Int.lt_add_one_iff
context:
a b c : ℤ
hn : (a, b, c) ≠ 0
h2 : radius (a, b, c) ^ 2 = ↑a ^ 2 + ↑b ^ 2 + ↑c ^ 2
h : ¬1 ≤ a ^ 2 + b ^ 2 + c ^ 2
⊢ Prop
Main.lean:24:6: error: don't know how to synthesize implicit argument `a`
  @Iff.mp (?m.198 < ?m.199 + 1) (?m.198 ≤ ?m.199) Int.lt_add_one_iff
context:
a b c : ℤ
hn : (a, b, c) ≠ 0
h2 : radius (a, b, c) ^ 2 = ↑a ^ 2 + ↑b ^ 2 + ↑c ^ 2
h : ¬1 ≤ a ^ 2 + b ^ 2 + c ^ 2
⊢ Prop
Main.lean:24:25: error: don't know how to synthesize placeholder
context:
a b c : ℤ
hn : (a, b, c) ≠ 0
h2 : radius (a, b, c) ^ 2 = ↑a ^ 2 + ↑b ^ 2 + ↑c ^ 2
h : ¬1 ≤ a ^ 2 + b ^ 2 + c ^ 2
⊢ ℤ
Main.lean:24:25: error: don't know how to synthesize placeholder
context:
a b c : ℤ
hn : (a, b, c) ≠ 0
h2 : radius (a, b, c) ^ 2 = ↑a ^ 2 + ↑b ^ 2 + ↑c ^ 2
h : ¬1 ≤ a ^ 2 + b ^ 2 + c ^ 2
⊢ ℤ
Main.lean:21:40: error: unsolved goals
a b c : ℤ
hn : (a, b, c) ≠ 0
h2 : radius (a, b, c) ^ 2 = ↑a ^ 2 + ↑b ^ 2 + ↑c ^ 2
h : ¬1 ≤ a ^ 2 + b ^ 2 + c ^ 2
ha : a ^ 2 = 0
⊢ False
Main.lean:17:65: error: unsolved goals
a b c : ℤ
hn : (a, b, c) ≠ 0
h2 : radius (a, b, c) ^ 2 = ↑a ^ 2 + ↑b ^ 2 + ↑c ^ 2
h : 1 ≤ a ^ 2 + b ^ 2 + c ^ 2
⊢ 1 ≤ radius ↑⟨(a, b, c), hn⟩ ^ 2
```

What went wrong. The first error is one of layout. Inside a tactic block, an argument of a function must stand to the right of the column where the block begins. Here the block after `by` begins at `linarith`, far along its line, and the list runs on to a next line, where `(Int.not_le.1 h)` starts further left. Lean therefore does not take it as the argument of `Int.lt_add_one_iff.1`, and expects `]`.

The other messages follow from this. Without its argument, `Int.lt_add_one_iff.1` leaves its integers `a` and `b` undetermined, and the rest of the proof is lost to the parse error, so both the contradiction and the main goal remain open.

The repair puts each `linarith` call on a single line, which removes the fault, also from `hb` and `hc`, which were laid out in the same way. The bound that the three calls need, that the sum is at most 0, is now proved once as `h'`, which `linarith` finds in the context. Stating it once, instead of deriving it in each list, also makes the lines short.

After these edits no error is left:

```diff
@@ -21,10 +21,8 @@
   have h : 1 ≤ a ^ 2 + b ^ 2 + c ^ 2 := by
     by_contra h
-    have ha : a ^ 2 = 0 := by linarith [sq_nonneg a, sq_nonneg b, sq_nonneg c, Int.not_le.1 h,
-      Int.lt_add_one_iff.1 (Int.not_le.1 h)]
-    have hb : b ^ 2 = 0 := by linarith [sq_nonneg a, sq_nonneg b, sq_nonneg c,
-      Int.lt_add_one_iff.1 (Int.not_le.1 h)]
-    have hc : c ^ 2 = 0 := by linarith [sq_nonneg a, sq_nonneg b, sq_nonneg c,
-      Int.lt_add_one_iff.1 (Int.not_le.1 h)]
+    have h' : a ^ 2 + b ^ 2 + c ^ 2 ≤ 0 := by linarith [not_le.1 h]
+    have ha : a ^ 2 = 0 := by linarith [sq_nonneg a, sq_nonneg b, sq_nonneg c]
+    have hb : b ^ 2 = 0 := by linarith [sq_nonneg a, sq_nonneg b, sq_nonneg c]
+    have hc : c ^ 2 = 0 := by linarith [sq_nonneg a, sq_nonneg b, sq_nonneg c]
     exact hn (by rw [pow_eq_zero_iff two_ne_zero] at ha hb hc; rw [ha, hb, hc]; rfl)
   show 1 ≤ radius (a, b, c) ^ 2
```
